# A branch-labelled HYSCORE ridge at known nonzero Zeeman frequency fixes the axial couplings (a, T) up to exchange with (a + T, −T)

After fitting a straight line to a HYSCORE ridge plotted in squared frequencies, one solves for the isotropic coupling a and the dipolar coupling T. Take one spin-1/2 nucleus with a known nonzero Zeeman frequency and an axial hyperfine tensor with principal values a − T, a − T and a + 2T. Let the electron spin be 1/2 and quantised along the field, and suppose that each frequency is assigned to its electron spin branch, which the spectrum alone does not do. The line then supplies 2a + T and T², so the solution (a, T) brings a partner (a + T, −T), and both must be kept until other information decides. A computed tensor can supply that information through the sign of T.

## Frequencies, line and ridge

```lean
import Mathlib

namespace HyscoreRidgeAmbiguity
```

The first line loads the mathematics library Mathlib. The namespace puts a common prefix on the names that follow.

```lean
/-- Squared HYSCORE frequency for electron spin branch `s = 1` or `s = -1`, nuclear Zeeman
frequency `v`, isotropic coupling `a`, dipolar coupling `T` and `x = cos² θ`. -/
noncomputable def hyscoreSq (s v a T x : ℝ) : ℝ :=
  v ^ 2 + s * v * (a - T + 3 * T * x)
    + ((a - T) ^ 2 + x * (6 * a * T + 3 * T ^ 2)) / 4
```

A `def` introduces a function. Here s = 1 or −1 labels the electron spin branch, v is the nuclear Zeeman frequency, and x = cos² θ, with θ the angle between the field and the hyperfine axis. All are real numbers (`ℝ`), with v, a and T in the same frequency units. Write F_s(x) for `hyscoreSq s v a T x`, and F₊, F₋ for its two branches. The definition itself does not restrict s or x; the theorems and `ridge` do so where needed.

```lean
/-- The two slope coefficients and the constant of the linear equation attached to `(v, a, T)` in
the plane of squared frequencies. -/
def lineCoeffs (v a T : ℝ) : ℝ × ℝ × ℝ :=
  (T + 2 * a - 4 * v, T + 2 * a + 4 * v,
    2 * v * (a ^ 2 + a * T - 2 * T ^ 2 - 4 * v ^ 2))
```

With K = 2a + T, this triple is

(K − 4v, K + 4v, C), where C = 2v(a² + aT − 2T² − 4v²).

`ℝ × ℝ × ℝ` is the type of such triples; `.1`, `.2.1` and `.2.2` pick out the entries.

```lean
/-- The points in the plane of squared frequencies that satisfy the linear equation with
coefficients `lineCoeffs v a T`: a line, unless `v = 0` and `2 * a + T = 0`, when it is the whole
plane. -/
def ridgeLine (v a T : ℝ) : Set (ℝ × ℝ) :=
  {p | (lineCoeffs v a T).1 * p.1 - (lineCoeffs v a T).2.1 * p.2 = (lineCoeffs v a T).2.2}
```

This is the set of all points p = (p.1, p.2) with

(K − 4v) p.1 − (K + 4v) p.2 = C.

Unless v = 0 and K = 0, when every point satisfies the equation, this is an infinite line. It includes points that no orientation reaches.

```lean
/-- The HYSCORE ridge: the pairs of squared frequencies of the two electron spin branches,
over all orientations `0 ≤ cos² θ ≤ 1`. -/
def ridge (v a T : ℝ) : Set (ℝ × ℝ) :=
  {p | ∃ x : ℝ, 0 ≤ x ∧ x ≤ 1 ∧ p = (hyscoreSq 1 v a T x, hyscoreSq (-1) v a T x)}
```

The ridge is the part that orientations do reach: all points (F₊(x), F₋(x)) with 0 ≤ x ≤ 1. The symbol `∃` reads "there exists". As a set, the ridge carries no intensities, and it includes the end points, where a real HYSCORE signal vanishes. The first coordinate always belongs to s = 1.

## From the effective field to a straight line

```lean
/-- The squared frequency is the squared length of the effective field with secular part
`v + s A / 2` and pseudosecular part `B / 2`, where `A = a + T (3 cos² θ - 1)` and
`B = 3 T sin θ cos θ`. -/
theorem hyscoreSq_eq_effective_field (s v a T θ : ℝ) (hs : s ^ 2 = 1) :
    hyscoreSq s v a T (Real.cos θ ^ 2) =
      (v + s * (a + T * (3 * Real.cos θ ^ 2 - 1)) / 2) ^ 2
        + (3 * T * Real.sin θ * Real.cos θ) ^ 2 / 4 := by
  have h := Real.sin_sq_add_cos_sq θ
  unfold hyscoreSq
  linear_combination (-(a + T * (3 * Real.cos θ ^ 2 - 1)) ^ 2 / 4) * hs
    - (9 * T ^ 2 * Real.cos θ ^ 2 / 4) * h
```

A `theorem` gives a statement, and its proof follows `:=`. This one ties the formula to the spin Hamiltonian. The nucleus sees a secular field v + sA/2 and a pseudosecular field B/2, with

A = a + T(3x − 1) = a − T + 3Tx, B = 3T sin θ cos θ.

Since s² = 1, the squared length is v² + svA + (A² + B²)/4. Using sin² θ = 1 − x,

A² + B² = (a − T)² + 6T(a − T)x + 9T²x² + 9T²x(1 − x)
= (a − T)² + x(6aT + 3T²),

which gives F_s(x). The tactic `linear_combination` does the same: it adds stated multiples of s² = 1 and sin² θ + cos² θ = 1, then checks the remaining algebra.

```lean
/-- The two squared frequencies at any orientation satisfy the line equation with
coefficients `lineCoeffs v a T`. -/
theorem ridge_line_identity (v a T x : ℝ) :
    (T + 2 * a - 4 * v) * hyscoreSq 1 v a T x
      - (T + 2 * a + 4 * v) * hyscoreSq (-1) v a T x
      = 2 * v * (a ^ 2 + a * T - 2 * T ^ 2 - 4 * v ^ 2) := by
  unfold hyscoreSq
  ring
```

Write F₊ = M + vA and F₋ = M − vA, where M = v² + ((a − T)² + 3TKx)/4. Then

(K − 4v)F₊ − (K + 4v)F₋ = 2vKA − 8vM
= 2v[K(a − T) + 3TKx − 4v² − (a − T)² − 3TKx]
= 2v[(a − T)(a + 2T) − 4v²] = C.

The orientation x cancels, so every point of the ridge lies on the line. In Lean, `unfold` inserts the definition and `ring` checks the polynomial identity.

## What the coefficients and the line determine

```lean
/-- For `v ≠ 0`, the three line coefficients fix the Zeeman frequency, and they fix the
couplings up to the exchange of `(a, T)` with `(a + T, -T)`. -/
theorem lineCoeffs_eq_iff {v : ℝ} (hv : v ≠ 0) (w a T b U : ℝ) :
    lineCoeffs w b U = lineCoeffs v a T ↔
      w = v ∧ ((b = a ∧ U = T) ∨ (b = a + T ∧ U = -T)) := by
  simp only [lineCoeffs, Prod.mk.injEq]
  constructor
  · rintro ⟨h1, h2, h3⟩
    have hw : w = v := by linarith
    have hb : 2 * b + U = 2 * a + T := by linarith
    rw [hw] at h3
    have h4 := mul_left_cancel₀ (mul_ne_zero two_ne_zero hv) h3
    -- the constant term fixes the square of the dipolar coupling
    have h5 : (U - T) * (U + T) = 0 := by
      linear_combination (1 / 9) * (2 * b + U + 2 * a + T) * hb - (4 / 9) * h4
    refine ⟨hw, ?_⟩
    rcases mul_eq_zero.mp h5 with h | h
    · exact Or.inl ⟨by linarith, by linarith⟩
    · exact Or.inr ⟨by linarith, by linarith⟩
  · rintro ⟨hw, ⟨hb, hU⟩ | ⟨hb, hU⟩⟩
    · rw [hw, hb, hU]
      exact ⟨rfl, rfl, rfl⟩
    · rw [hw, hb, hU]
      exact ⟨by ring, by ring, by ring⟩
```

The sign `↔` means "if and only if". Suppose (w, b, U) and (v, a, T) have the same three coefficients, with v ≠ 0. Subtracting the first two entries gives w = v, and adding them gives 2b + U = 2a + T = K. For the third, note that

4(a² + aT − 2T²) = K² − 9T².

Cancelling 2v from the equal constants therefore leaves U² = T², or (U − T)(U + T) = 0. If U = T, then b = a; if U = −T, then b = a + T. Substitution confirms both solutions, which coincide when T = 0.

In the proof, `linarith` handles the linear equations, `mul_left_cancel₀` cancels 2v, and `h5` is the factorised equation. The `rcases` line splits it into its two cases.

```lean
/-- At known `v ≠ 0`, two coupling pairs give the same line in the plane of squared
frequencies exactly when they are equal or related by `(a, T) ↦ (a + T, -T)`. -/
theorem ridgeLine_eq_iff {v : ℝ} (hv : v ≠ 0) (a T b U : ℝ) :
    ridgeLine v b U = ridgeLine v a T ↔
      (b = a ∧ U = T) ∨ (b = a + T ∧ U = -T) := by
  constructor
  · intro h
    have hid := ridge_line_identity v a T 0
    -- two distinct points of the second line, which must lie on the first
    have h0 : (hyscoreSq 1 v a T 0, hyscoreSq (-1) v a T 0) ∈ ridgeLine v a T := hid
    have h1 : (hyscoreSq 1 v a T 0 + (T + 2 * a + 4 * v),
        hyscoreSq (-1) v a T 0 + (T + 2 * a - 4 * v)) ∈ ridgeLine v a T := by
      simp only [ridgeLine, lineCoeffs, Set.mem_ofPred_eq]
      linear_combination hid
    rw [← h] at h0 h1
    simp only [ridgeLine, lineCoeffs, Set.mem_ofPred_eq] at h0 h1
    have hc : v * ((2 * b + U) - (2 * a + T)) = 0 := by
      linear_combination (1 / 8) * h1 - (1 / 8) * h0
    have hc' := (mul_eq_zero.mp hc).resolve_left hv
    have hco : lineCoeffs v b U = lineCoeffs v a T := by
      simp only [lineCoeffs, Prod.mk.injEq]
      refine ⟨by linarith, by linarith, ?_⟩
      linear_combination hid - h0
        + (hyscoreSq 1 v a T 0 - hyscoreSq (-1) v a T 0) * hc'
    exact ((lineCoeffs_eq_iff hv v a T b U).mp hco).2
  · intro h
    have hco := (lineCoeffs_eq_iff hv v a T b U).mpr ⟨rfl, h⟩
    simp only [ridgeLine, hco]
```

A line as a set of points fixes its coefficients only up to a common factor, so this theorem needs its own argument. Both lines use the same v. Take two points on the line of (a, T): the ridge point at x = 0, and that point shifted by (K + 4v, K − 4v), which runs along the line. If both also lie on the line of (b, U), with K′ = 2b + U, the shift must satisfy

(K′ − 4v)(K + 4v) − (K′ + 4v)(K − 4v) = 8v(K′ − K) = 0.

Hence K′ = K, and the shared point makes the constants equal. These are the steps `hc`, `hc'` and `hco`; the previous theorem then finishes the argument.

## The finite ridge

```lean
/-- Replacing `(a, T)` by `(a + T, -T)` has the same effect on the squared frequencies as
replacing `cos² θ` by `sin² θ = 1 - cos² θ`. -/
theorem hyscoreSq_exchange (s v a T x : ℝ) :
    hyscoreSq s v (a + T) (-T) x = hyscoreSq s v a T (1 - x) := by
  unfold hyscoreSq
  ring
```

Under the exchange, A becomes

(a + T) + T − 3Tx = a − T + 3T(1 − x),

and the numerator of the last term in F_s becomes

(a + 2T)² − x(6aT + 3T²) = (a − T)² + (1 − x)(6aT + 3T²).

So the partner at x has the frequencies of the original at 1 − x. Physically, the exchange swaps the principal values a − T (perpendicular) and a + 2T (parallel).

```lean
/-- If one ridge lies inside another at the same `v ≠ 0`, every secular hyperfine coupling
of the first occurs in the second. -/
theorem secular_coupling_of_ridge_subset {v a T b U : ℝ} (hv : v ≠ 0)
    (h : ridge v a T ⊆ ridge v b U) (x : ℝ) (hx0 : 0 ≤ x) (hx1 : x ≤ 1) :
    ∃ y : ℝ, 0 ≤ y ∧ y ≤ 1 ∧ a - T + 3 * T * x = b - U + 3 * U * y := by
  obtain ⟨y, hy0, hy1, hy⟩ := h ⟨x, hx0, hx1, rfl⟩
  obtain ⟨h1, h2⟩ := Prod.mk.inj hy
  refine ⟨y, hy0, hy1, mul_left_cancel₀ (mul_ne_zero two_ne_zero hv) ?_⟩
  -- the difference of the squared frequencies is `2 v A`
  unfold hyscoreSq at h1 h2
  linear_combination h1 - h2
```

The symbol `⊆` means "is contained in". If the point of the first ridge at x equals the point of the second at y, subtracting coordinates and using F₊ − F₋ = 2vA gives

2v(a − T + 3Tx) = 2v(b − U + 3Uy).

Cancelling 2v gives the claim. The `obtain` lines extract y and the two coordinate equations.

```lean
/-- At known `v ≠ 0`, two coupling pairs give the same HYSCORE ridge exactly when they are
equal or related by `(a, T) ↦ (a + T, -T)`. -/
theorem ridge_eq_iff {v : ℝ} (hv : v ≠ 0) (a T b U : ℝ) :
    ridge v b U = ridge v a T ↔
      (b = a ∧ U = T) ∨ (b = a + T ∧ U = -T) := by
  constructor
  · intro h
    -- compare the end points of the two ranges of secular couplings
    obtain ⟨y, hy0, hy1, hy⟩ :=
      secular_coupling_of_ridge_subset hv h.ge 0 le_rfl zero_le_one
    obtain ⟨z, hz0, hz1, hz⟩ :=
      secular_coupling_of_ridge_subset hv h.ge 1 zero_le_one le_rfl
    obtain ⟨p, hp0, hp1, hp⟩ :=
      secular_coupling_of_ridge_subset hv h.le 0 le_rfl zero_le_one
    obtain ⟨q, hq0, hq1, hq⟩ :=
      secular_coupling_of_ridge_subset hv h.le 1 zero_le_one le_rfl
    have pos : ∀ c t : ℝ, 0 ≤ c → 0 ≤ t → t ≤ 1 → 0 ≤ c * t ∧ c * t ≤ c :=
      fun c t hc h0 h1 => ⟨mul_nonneg hc h0, by nlinarith⟩
    have neg : ∀ c t : ℝ, c ≤ 0 → 0 ≤ t → t ≤ 1 → c ≤ c * t ∧ c * t ≤ 0 :=
      fun c t hc h0 h1 => ⟨by nlinarith, by nlinarith⟩
    rcases le_total 0 T with hT | hT <;> rcases le_total 0 U with hU | hU
    · have e1 := pos U y hU hy0 hy1
      have e2 := pos U z hU hz0 hz1
      have e3 := pos T p hT hp0 hp1
      have e4 := pos T q hT hq0 hq1
      exact Or.inl ⟨by linarith, by linarith⟩
    · have e1 := neg U y hU hy0 hy1
      have e2 := neg U z hU hz0 hz1
      have e3 := pos T p hT hp0 hp1
      have e4 := pos T q hT hq0 hq1
      exact Or.inr ⟨by linarith, by linarith⟩
    · have e1 := pos U y hU hy0 hy1
      have e2 := pos U z hU hz0 hz1
      have e3 := neg T p hT hp0 hp1
      have e4 := neg T q hT hq0 hq1
      exact Or.inr ⟨by linarith, by linarith⟩
    · have e1 := neg U y hU hy0 hy1
      have e2 := neg U z hU hz0 hz1
      have e3 := neg T p hT hp0 hp1
      have e4 := neg T q hT hq0 hq1
      exact Or.inl ⟨by linarith, by linarith⟩
  · rintro (⟨hb, hU⟩ | ⟨hb, hU⟩)
    · rw [hb, hU]
    · rw [hb, hU]
      ext r
      constructor
      · rintro ⟨x, h0, h1, hr⟩
        refine ⟨1 - x, by linarith, by linarith, ?_⟩
        rw [hr, hyscoreSq_exchange, hyscoreSq_exchange]
      · rintro ⟨x, h0, h1, hr⟩
        refine ⟨1 - x, by linarith, by linarith, ?_⟩
        rw [hr, hyscoreSq_exchange, hyscoreSq_exchange, sub_sub_cancel]
```

Equal ridges have equal ranges of A. One range has end points a − T and a + 2T, the other b − U and b + 2U. If T and U are both nonnegative or both nonpositive, the end points match in order:

a − T = b − U and a + 2T = b + 2U, so U = T and b = a.

If the signs are opposite, they match in reverse:

a − T = b + 2U and a + 2T = b − U, so U = −T and b = a + T.

Lean applies the previous lemma at x = 0 and x = 1 in both directions. The helpers `pos` and `neg` bound products such as Uy, and `linarith` closes each of the four sign cases. For the converse, `hyscoreSq_exchange` sends x to 1 − x, which stays between 0 and 1, so the whole ridge is reproduced.

## The sign of T, and zero Zeeman frequency

```lean
/-- At known `v ≠ 0`, the ridge determines both couplings among pairs whose dipolar
couplings do not have opposite signs. -/
theorem couplings_unique_of_sign {v a T b U : ℝ} (hv : v ≠ 0) (hsign : 0 ≤ T * U)
    (h : ridge v b U = ridge v a T) : b = a ∧ U = T := by
  rcases (ridge_eq_iff hv a T b U).mp h with h | ⟨hb, hU⟩
  · exact h
  · rw [hU] at hsign
    have hT : T = 0 := by
      have h2 : T ^ 2 = 0 := le_antisymm (by linarith [sq T]) (sq_nonneg T)
      exact pow_eq_zero_iff two_ne_zero |>.mp h2
    exact ⟨by linarith, by linarith⟩
```

The hypothesis `0 ≤ T * U` says that the dipolar couplings do not have opposite signs. The partner has U = −T, so it would need −T² ≥ 0. That forces T = 0, where the two pairs are the same.

An ordinary HYSCORE spectrum does not label the branches: it shows the ridge together with its mirror image across the diagonal. Reversing both couplings swaps the branches, so (−a, −T) gives the same combined set as (a, T), and so does (−a − T, T). Without the labels, knowing the sign of T is therefore in general not enough.

```lean
/-- At zero nuclear Zeeman frequency, reversing the signs of both couplings leaves the
ridge unchanged. -/
theorem ridge_zero_field (a T : ℝ) : ridge 0 (-a) (-T) = ridge 0 a T := by
  have h : ∀ s x : ℝ, hyscoreSq s 0 (-a) (-T) x = hyscoreSq s 0 a T x := by
    intro s x
    unfold hyscoreSq
    ring
  simp only [ridge, h]

end HyscoreRidgeAmbiguity
```

At v = 0 the squared frequency is (A² + B²)/4, which does not change when a and T both change sign. The condition v ≠ 0 stands for a nuclear Zeeman interaction that makes the two branches respond differently to the sign of A. The case v = 0 is a formal limit of the model, since without a field the electron spin has no field direction along which to be quantised.

For a concrete failure, take v = 0 and (a, T) = (1, 1). Both branches have F_s(x) = 9x/4, and (−1, −1) gives the same values. Yet (−1, −1) is neither (1, 1) nor its partner (2, −1), so the equivalence for ridges fails. The uniqueness statement fails too, as the pair (−2, 1) shows. It has F_s(x) = 9(1 − x)/4 in both branches, hence the same ridge as (1, 1), and the product of the two dipolar couplings is 1.

```lean
#print axioms HyscoreRidgeAmbiguity.hyscoreSq_eq_effective_field
-- 'HyscoreRidgeAmbiguity.hyscoreSq_eq_effective_field' depends on axioms: [propext, Classical.choice, Quot.sound]
#print axioms HyscoreRidgeAmbiguity.ridgeLine_eq_iff
-- 'HyscoreRidgeAmbiguity.ridgeLine_eq_iff' depends on axioms: [propext, Classical.choice, Quot.sound]
#print axioms HyscoreRidgeAmbiguity.couplings_unique_of_sign
-- 'HyscoreRidgeAmbiguity.couplings_unique_of_sign' depends on axioms: [propext, Classical.choice, Quot.sound]
#print axioms HyscoreRidgeAmbiguity.ridge_zero_field
-- 'HyscoreRidgeAmbiguity.ridge_zero_field' depends on axioms: [propext, Classical.choice, Quot.sound]
```
